# For response eigenvalues in a positive interval [m, L], linear mixing has its smallest worst-case error factor at a = 2/(m + L)

A self-consistent field calculation takes an input density, solves for the orbitals, and builds an output density from them. At self-consistency the two agree. Away from it, feeding the output straight back in can overshoot: in a large metallic cell, a small long-wavelength surplus of charge may return as a much larger deficit, and the iteration diverges. Linear mixing moves the input only a fraction $a$ of the way towards the output. A small $a$ tames the overshooting modes, but it slows down the modes that were well behaved. Which single value of $a$ serves the worst mode best?

Close to the fixed point the problem separates into eigenmodes of the linear response. Along one mode, let a displacement $\delta$ of the input produce a displacement $(1-u)\,\delta$ of the output. The number $u$ is the response eigenvalue of the mode; in density-functional theory it is an eigenvalue of the dielectric operator $1-\chi_0K$, with $\chi_0$ the independent-particle response and $K$ the Hartree and exchange-correlation kernel. One mixing step multiplies the error along the mode by $1-au$, as derived below.

Suppose that all response eigenvalues are real and lie in a window $[m,L]$ with $0<m\le L$. The condition $m>0$ says that no mode returns a displacement in the same direction at its full size or larger. The bound $L$ limits how strongly the stiffest mode overshoots. Both are assumptions about the system and are not derived here. Below, a mode in the window means any value $u\in[m,L]$, whether or not the system at hand has that eigenvalue. If $m$ and $L$ are the smallest and largest response eigenvalues of the system, the worst case is reached by one of its own modes.

All quantities are real numbers.

```lean
import Mathlib

open Set

namespace OptimalLinearMixing

noncomputable section
```

## The worst mode as a supremum

A mixing parameter is judged by the mode that it treats worst:

$$f(a)=\sup_{u\in[m,L]}|1-au| .$$

```lean
/-- The worst-case error factor of linear mixing with parameter `a`: the supremum of
`|1 - a u|` over response eigenvalues `u` in the window `[m, L]`, for `m ≤ L`. -/
def worstFactor (m L a : ℝ) : ℝ := sSup ((fun u => |1 - a * u|) '' Icc m L)
```

In Lean, $f(a)$ is `worstFactor m L a`. It is the supremum of the image of the closed interval `Icc m L` under $u\mapsto|1-au|$, so the whole window counts and not only its ends. The parameter $a$ may be any real number, including zero and negative values.

## One mode and one mixing step

Let $x$ be the amplitude of the density along one mode and $x_s$ its self-consistent value. In linear response the self-consistency map is

$$F(x)=x_s+(1-u)(x-x_s).$$

```lean
/-- The self-consistency map along one eigenmode in linear response: it fixes `xs` and its slope is
`1 - u`. -/
def responseMap (u xs x : ℝ) : ℝ := xs + (1 - u) * (x - xs)
```

Here `xs` stands for $x_s$. The map is exactly affine, so the nonlinear terms of a real self-consistency map are absent.

Linear mixing adds a fraction $a$ of the residual $F(x)-x$ to the input:

$$x\;\mapsto\;x+a\,(F(x)-x).$$

```lean
/-- One step of linear mixing: the input `x` is moved by the fraction `a` of the
residual `F x - x`. -/
def mix (a : ℝ) (F : ℝ → ℝ) (x : ℝ) : ℝ := x + a * (F x - x)
```

The definition accepts any function `F` from reals to reals. With $a=1$ it is plain iteration, and with $a=0$ nothing moves.

## The worst mode sits at an end of the window

Write $M=\max(|1-am|,|1-aL|)$ and take $u$ with $m\le u\le L$. If $a\ge0$, then $am\le au\le aL$; if $a\le0$, the order is reversed. In both cases $1-au$ lies between $1-am$ and $1-aL$. These two numbers lie in $[-M,M]$, so $1-au$ does too, and $|1-au|\le M$. The value $M$ is reached at $u=m$ or at $u=L$, and both belong to the window.

```lean
/-- For `m ≤ L`, the largest error factor on the window `[m, L]` is attained, and it is the
larger of the factors at the two ends. -/
theorem isGreatest_factor {m L : ℝ} (hmL : m ≤ L) (a : ℝ) :
    IsGreatest ((fun u => |1 - a * u|) '' Icc m L) (max |1 - a * m| |1 - a * L|) := by
  constructor
  · rcases le_total |1 - a * m| |1 - a * L| with h | h
    · rw [max_eq_right h]
      exact ⟨L, ⟨hmL, le_rfl⟩, rfl⟩
    · rw [max_eq_left h]
      exact ⟨m, ⟨le_rfl, hmL⟩, rfl⟩
  · rintro _ ⟨u, ⟨h1, h2⟩, rfl⟩
    show |1 - a * u| ≤ max |1 - a * m| |1 - a * L|
    have e1 := abs_le.mp (le_max_left |1 - a * m| |1 - a * L|)
    have e2 := abs_le.mp (le_max_right |1 - a * m| |1 - a * L|)
    -- `a u` lies between `a m` and `a L`, in an order fixed by the sign of `a`
    rw [abs_le]
    rcases le_total 0 a with h | h
    · have p := mul_le_mul_of_nonneg_left h1 h
      have q := mul_le_mul_of_nonneg_left h2 h
      constructor <;> linarith [e1.1, e1.2, e2.1, e2.2]
    · have p := mul_le_mul_of_nonpos_left h1 h
      have q := mul_le_mul_of_nonpos_left h2 h
      constructor <;> linarith [e1.1, e1.2, e2.1, e2.2]
```

`IsGreatest` says that $M$ belongs to the set of factors and is an upper bound for it. The first half of the proof picks the end with the larger factor. The second half splits on the sign of $a$, multiplies the inequalities for $u$ by $a$, and leaves the rest to `linarith`. Only $m\le L$ is needed, not $m>0$.

The greatest element of a set is its supremum, and therefore

$$f(a)=\max(|1-am|,|1-aL|).$$

```lean
/-- For `m ≤ L`, the worst-case factor is the larger of the error factors at the two ends `u = m`
and `u = L` of the window. -/
theorem worstFactor_eq_max {m L : ℝ} (hmL : m ≤ L) (a : ℝ) :
    worstFactor m L a = max |1 - a * m| |1 - a * L| :=
  (isGreatest_factor hmL a).csSup_eq
```

## The rate in terms of the condition number

Let $k=L/m$ be the condition number of the window and

$$r=\frac{k-1}{k+1}.$$

Since $m\le L$, we have $k\ge1$ and $r\ge0$. With $L=km$,

$$r\,(L+m)=\frac{k-1}{k+1}\,m(k+1)=m(k-1)=L-m .$$

```lean
/-- For `0 < m ≤ L` and condition number `k = L / m`, the rate `(k - 1) / (k + 1)` is
nonnegative, and its product with `L + m` is `L - m`. -/
theorem rate_spec {m L : ℝ} (hm : 0 < m) (hmL : m ≤ L) :
    0 ≤ (L / m - 1) / (L / m + 1) ∧ (L / m - 1) / (L / m + 1) * (L + m) = L - m := by
  obtain ⟨k, hk⟩ : ∃ k, k = L / m := ⟨_, rfl⟩
  have hk1 : 1 ≤ k := by
    rw [hk]
    exact (one_le_div hm).2 hmL
  have hL : L = k * m := by
    rw [hk]
    field_simp
  rw [← hk]
  have hpos : 0 < k + 1 := by linarith
  refine ⟨div_nonneg (by linarith) hpos.le, ?_⟩
  rw [div_mul_eq_mul_div, div_eq_iff hpos.ne']
  linear_combination (-2) * hL
```

The proof names the quotient `k`, recovers $L=km$, and clears the denominator $k+1$. The two facts in the statement are all that the optimisation needs to know about $r$.

## The lower bound and its unique minimiser

An absolute value is at least the number inside it and at least its negative, so

$$f(a)\ge 1-am,\qquad f(a)\ge aL-1 .$$

Multiply the first inequality by $L$, the second by $m$, and add. The terms in $a$ cancel:

$$(L+m)\,f(a)\;\ge\;L(1-am)+m(aL-1)=L-m=r\,(L+m).$$

Dividing by $L+m>0$ gives $f(a)\ge r$ for every real $a$.

Now suppose $f(a)=r$. Then $1-am\le r$ and $aL-1\le r$. The weighted sum above equals $r(L+m)$, so

$$L(1-am)=r(L+m)-m(aL-1)\ge r(L+m)-mr=rL,$$

which gives $1-am\ge r$. In the same way $aL-1\ge r$. Both bounds are tight, hence $1-am=aL-1$, and so $a(m+L)=2$.

Conversely, if $a=2/(m+L)$, then

$$1-am=\frac{L-m}{L+m}=r,\qquad 1-aL=-r,$$

and $f(a)=\max(|r|,|-r|)=r$. If $m<L$, then at the optimum the error of the softest mode ($u=m$) keeps its sign, while that of the stiffest mode ($u=L$) alternates in sign, and both shrink at the same rate.

```lean
/-- Optimal mixing: for `0 < m ≤ L` and `k = L / m`, no real mixing parameter has a worst-case
factor below `(k - 1) / (k + 1)`, and `a = 2 / (m + L)` is the only one that reaches it. -/
theorem optimal_mixing {m L : ℝ} (hm : 0 < m) (hmL : m ≤ L) :
    (∀ a, (L / m - 1) / (L / m + 1) ≤ worstFactor m L a) ∧
      ∀ a, worstFactor m L a = (L / m - 1) / (L / m + 1) ↔ a = 2 / (m + L) := by
  obtain ⟨hr0, hr⟩ := rate_spec hm hmL
  generalize (L / m - 1) / (L / m + 1) = r at hr0 hr ⊢
  have hL : 0 < L := lt_of_lt_of_le hm hmL
  have hs : 0 < m + L := by linarith
  have low : ∀ a, 1 - a * m ≤ worstFactor m L a := fun a => by
    rw [worstFactor_eq_max hmL]
    exact (le_abs_self _).trans (le_max_left _ _)
  have high : ∀ a, a * L - 1 ≤ worstFactor m L a := fun a => by
    rw [worstFactor_eq_max hmL]
    linarith [neg_abs_le (1 - a * L), le_max_right |1 - a * m| |1 - a * L|]
  refine ⟨fun a => ?_, fun a => ⟨fun h => ?_, fun h => ?_⟩⟩
  · -- weight the two end bounds by `L` and `m`, so that `a` cancels
    have p := mul_le_mul_of_nonneg_left (low a) hL.le
    have q := mul_le_mul_of_nonneg_left (high a) hm.le
    refine le_of_mul_le_mul_right ?_ (show 0 < L + m by linarith)
    nlinarith [p, q, hr]
  · -- at the minimum both end bounds are tight
    have h1 := low a
    have h2 := high a
    rw [h] at h1 h2
    have e1 : r ≤ 1 - a * m := by
      refine le_of_mul_le_mul_left ?_ hL
      nlinarith [mul_le_mul_of_nonneg_left h2 hm.le, hr]
    have e2 : r ≤ a * L - 1 := by
      refine le_of_mul_le_mul_left ?_ hm
      nlinarith [mul_le_mul_of_nonneg_left h1 hL.le, hr]
    rw [eq_div_iff hs.ne']
    linarith
  · -- at `2 / (m + L)` the two end factors are `r` and `-r`
    have ha : a * (m + L) = 2 := (eq_div_iff hs.ne').1 h
    have h1 : 1 - a * m = r := by
      refine mul_left_cancel₀ hs.ne' ?_
      linear_combination (-m) * ha - hr
    have h2 : 1 - a * L = -r := by linear_combination -h1 - ha
    rw [worstFactor_eq_max hmL, h1, h2, abs_neg, max_self, abs_of_nonneg hr0]
```

The theorem has two parts: $r$ is a lower bound for all $a$, and $f(a)=r$ holds if and only if $a=2/(m+L)$. In the proof, `generalize` replaces the fraction by a letter `r`, of which only the two facts from `rate_spec` are kept. The facts `low` and `high` are the two end bounds. The three bulleted blocks are then the weighted sum, the tightness argument and the evaluation at the optimum, in the order above.

If $m=L$, then $k=1$ and $r=0$: the choice $a=1/m$ removes the error in one step. For $m=1$ and $L=9$ the best parameter is $a=0.2$ with $r=0.8$, whereas plain iteration, $a=1$, has worst-case factor $8$.

The hypothesis $m>0$ matters. Take $m=-1$ and $L=3$. The formula proposes $a=2/(m+L)=1$, with factor $\max(|1+1|,|1-3|)=2$. Yet $a=0$ has factor $1$, and every other $a$ has a larger one, because $1+a>1$ for $a>0$ and $1-3a>1$ for $a<0$. One scalar cannot damp two modes whose response eigenvalues have opposite signs.

## Which mixing parameters converge at all

The worst-case factor is below one exactly when $|1-am|<1$ and $|1-aL|<1$, that is, when

$$0<am<2,\qquad 0<aL<2 .$$

Since $m>0$, the first condition forces $a>0$. Then $am\le aL$, so $aL<2$ already gives $am<2$, and the two conditions together say $0<a<2/L$.

```lean
/-- For `0 < m ≤ L`, the worst-case factor is below one exactly for mixing parameters
strictly between `0` and `2 / L`. -/
theorem worstFactor_lt_one_iff {m L : ℝ} (hm : 0 < m) (hmL : m ≤ L) (a : ℝ) :
    worstFactor m L a < 1 ↔ 0 < a ∧ a < 2 / L := by
  have hL : 0 < L := lt_of_lt_of_le hm hmL
  rw [worstFactor_eq_max hmL, max_lt_iff, abs_lt, abs_lt, lt_div_iff₀ hL]
  constructor
  · rintro ⟨⟨_, h1⟩, h2, _⟩
    refine ⟨?_, by linarith⟩
    by_contra ha
    nlinarith [mul_nonneg (neg_nonneg.2 (not_lt.1 ha)) hm.le]
  · rintro ⟨ha, h⟩
    have p := mul_pos ha hm
    have q := mul_le_mul_of_nonneg_left hmL ha.le
    refine ⟨⟨?_, ?_⟩, ?_, ?_⟩ <;> linarith
```

The rewriting step turns the statement about the maximum into four strict inequalities. In the forward direction, a parameter $a\le0$ would contradict $am>0$; in the backward direction, the products $am>0$ and $am\le aL$ supply what `linarith` needs.

The stiffest mode alone sets the stability limit. For a badly conditioned window the optimum $2/(m+L)$ lies just below it: in the example with $m=1$ and $L=9$, the limit is $2/9\approx0.222$ and the optimum is $0.2$.

## The error after n steps

For the linear-response map the residual is

$$F(x)-x=x_s+(1-u)(x-x_s)-x=-u\,(x-x_s),$$

so one mixing step turns the error $x-x_s$ into

$$x+a(F(x)-x)-x_s=(1-au)(x-x_s).$$

Repeating this $n$ times, and writing $x_n$ for the amplitude after $n$ steps from $x_0=x$, gives

$$x_n-x_s=(1-au)^n(x-x_s).$$

```lean
/-- After `n` steps of linear mixing, the error along a mode with response eigenvalue `u` is
the initial error times `(1 - a u) ^ n`. -/
theorem mix_iterate_error (a u xs x : ℝ) (n : ℕ) :
    (mix a (responseMap u xs))^[n] x - xs = (1 - a * u) ^ n * (x - xs) := by
  induction n with
  | zero => simp
  | succ n ih =>
    have step : ∀ y, mix a (responseMap u xs) y - xs = (1 - a * u) * (y - xs) := by
      intro y
      unfold mix responseMap
      ring
    rw [Function.iterate_succ_apply', step, ih]
    ring
```

The notation `^[n]` means $n$-fold application of the map. The proof is an induction in which `step` is the one-step law; the last of the $n+1$ steps is split off and the induction hypothesis is applied to the rest.

## What the optimal parameter guarantees

Take $a=2/(m+L)$ and any $u\in[m,L]$. Then $|1-au|\le f(a)=r$, and therefore

$$|x_n-x_s|=|1-au|^n\,|x-x_s|\le r^n\,|x-x_s| .$$

```lean
/-- For `0 < m ≤ L` and `k = L / m`, mixing with `a = 2 / (m + L)` reduces the error of every
mode in `[m, L]` after `n` steps at least by the factor `((k - 1) / (k + 1)) ^ n`. -/
theorem optimal_mix_error_le {m L u : ℝ} (hm : 0 < m) (hmL : m ≤ L) (hu : u ∈ Icc m L)
    (xs x : ℝ) (n : ℕ) :
    |(mix (2 / (m + L)) (responseMap u xs))^[n] x - xs| ≤
      ((L / m - 1) / (L / m + 1)) ^ n * |x - xs| := by
  have h : |1 - 2 / (m + L) * u| ≤ (L / m - 1) / (L / m + 1) := by
    rw [← ((optimal_mixing hm hmL).2 _).2 rfl, worstFactor_eq_max hmL]
    exact (isGreatest_factor hmL _).2 ⟨u, hu, rfl⟩
  rw [mix_iterate_error, abs_mul, abs_pow]
  exact mul_le_mul_of_nonneg_right (pow_le_pow_left₀ (abs_nonneg _) h n) (abs_nonneg _)
```

The bound holds for every mode in the window, every starting amplitude and every $n$, including $n=0$. The inequality `h` comes from the value at the optimum together with the upper-bound half of `isGreatest_factor`.

## No other parameter does better on every mode

Let $a$ be any real number. The supremum $f(a)$ is attained, so there is a mode $u\in[m,L]$ with $|1-au|=f(a)\ge r$. For this mode

$$|x_n-x_s|=|1-au|^n\,|x-x_s|\ge r^n\,|x-x_s| .$$

```lean
/-- For `0 < m ≤ L`, `k = L / m` and any mixing parameter, some mode in `[m, L]` keeps at least
the fraction `((k - 1) / (k + 1)) ^ n` of its initial error after every number `n` of steps. -/
theorem exists_slow_mode {m L : ℝ} (hm : 0 < m) (hmL : m ≤ L) (a : ℝ) :
    ∃ u ∈ Icc m L, ∀ (xs x : ℝ) (n : ℕ),
      ((L / m - 1) / (L / m + 1)) ^ n * |x - xs| ≤
        |(mix a (responseMap u xs))^[n] x - xs| := by
  -- the slow mode is the one at which the worst-case factor is attained
  obtain ⟨u, hu, hmax⟩ := (isGreatest_factor hmL a).1
  have hmax' : |1 - a * u| = max |1 - a * m| |1 - a * L| := hmax
  have h : (L / m - 1) / (L / m + 1) ≤ |1 - a * u| := by
    rw [hmax', ← worstFactor_eq_max hmL]
    exact (optimal_mixing hm hmL).1 a
  refine ⟨u, hu, fun xs x n => ?_⟩
  rw [mix_iterate_error, abs_mul, abs_pow]
  exact mul_le_mul_of_nonneg_right (pow_le_pow_left₀ (rate_spec hm hmL).1 h n) (abs_nonneg _)

end

end OptimalLinearMixing
```

The order of the quantifiers carries the content: the slow mode depends on $a$, but the same mode is slow for all starting amplitudes and all $n$. The proof takes $u$ from the attainment half of `isGreatest_factor`.

```lean
#print axioms OptimalLinearMixing.worstFactor_lt_one_iff
#print axioms OptimalLinearMixing.optimal_mix_error_le
#print axioms OptimalLinearMixing.exists_slow_mode
```

```
'OptimalLinearMixing.worstFactor_lt_one_iff' depends on axioms: [propext, Classical.choice, Quot.sound]
'OptimalLinearMixing.optimal_mix_error_le' depends on axioms: [propext, Classical.choice, Quot.sound]
'OptimalLinearMixing.exists_slow_mode' depends on axioms: [propext, Classical.choice, Quot.sound]
```

## The mixing line in an SCF code

In a program the step is a single line inside the self-consistency loop:

```python
rho = rho + a * (rho_out - rho)
```

Here `a` is usually an input parameter, and `m` and `L` are seldom known beforehand. The residuals give a hint. In the linear regime the residual of a mode is $-u$ times its error, so it is also multiplied by $1-au$ in each step. If one mode dominates and successive residuals have the ratio $q$, then $u\approx(1-q)/a$. A negative $q$ of size near or above one means that $u$ is near or above $2/a$: the mode is too stiff for this $a$, which should be reduced. A positive $q$ just below one means only that $u$ is small compared with $1/a$: the mode may be soft, or $a$ may be smaller than it needs to be.

For electronic-structure practice, the result says that within this linearised model with one fixed scalar parameter, the best guaranteed rate depends on the response only through $k=L/m$, so a preconditioner helps when it brings that ratio closer to one. The model treats each mode separately, with a real eigenvalue given in advance; the decomposition of a full density into such modes is taken from linear-response theory. Schemes that use the history of earlier steps, or change $a$ from step to step, are not bound by the lower limit $r^n$.
